# A matrix and its inverse at the two ends of each bond leave the full contraction of a finite PEPS unchanged

Before a code for projected entangled pair states (PEPS) truncates a bond, it often changes the basis on that bond: the tensor at one end is multiplied by an invertible matrix, the tensor at the other end by the inverse. The calculation continues on the assumption that the new tensors describe the same state. For a finite network that is contracted in full, this assumption is correct for any choice of invertible matrices, one on each edge.

## The identity on an oriented graph

Let $V$ be the finite set of vertices and $E$ the finite set of edges. Each edge $e$ runs from a tail vertex to a head vertex and has a finite set $B_e$ of bond indices. The tensor $T^v$ at vertex $v$ has a physical index $s_v$, one leg for each outgoing edge and one for each incoming edge. Setting the indices at the two ends of every edge equal and summing over them gives the coefficient $\psi(s)$ of the state at the physical configuration $s=(s_v)$.

Choose an invertible complex matrix $G_e$ for each edge. Let $G_e$ act on the tail leg and $(G_e^{-1})^T$ on the head leg. If $x$ is the new index of a leg and $x'$ the old one, the two ends transform as

$$
T'_{x}=\sum_{x'}(G_e)_{x x'}\,T_{x'},\qquad
T'_{x}=\sum_{x'}(G_e^{-1})_{x' x}\,T_{x'} ,
$$

with all other indices suppressed. Then $\psi'(s)=\psi(s)$ for every $s$. The head leg takes a transpose without complex conjugation, so a unitary $G_e$ on the tail leg goes with its complex conjugate $\overline{G_e}$ on the head leg.

## Gauge fixing and bond padding

Codes use this freedom to bring a bond into a form that suits truncation, or to improve the conditioning of a local update. To treat a single bond, set $G_e=1$ on all others. Since the coefficients $\psi(s)$ stay the same, so do the norm and, for a nonzero state with finitely many physical configurations, the normalised coefficients and all expectation values.

A rectangular version covers padding. Let $A_e$ act on the tail leg and $C_e$ on the head leg, both of size $D'_e\times D_e$, where $D_e$ is the old bond dimension and $D'_e$ the new one. If $C_e^TA_e=1$ on every edge, the contraction is again unchanged. Filling up a bond with zeros is the case in which $A_e=C_e$ is an identity block above zero rows. A truncation with $D'_e<D_e$ cannot meet the condition, because $C_e^TA_e$ then has rank at most $D'_e$.

## Collecting the leg matrices edge by edge

Let $i=(i_e)$ and $j=(j_e)$ be the indices on the tail legs and on the head legs. Write $i|_v$ for the part of $i$ on the outgoing legs of $v$, and $j|_v$ for the part of $j$ on its incoming legs. Define

$$
W_s(i,j)=\prod_{v}T^v(s_v;\,i|_v,\,j|_v),\qquad \psi(s)=\sum_b W_s(b,b).
$$

After $A_e$ and $C_e$ have acted, each vertex tensor is a sum over its old leg indices. Every edge has exactly one tail, so choosing old tail indices independently at all vertices is the same as choosing one configuration $i'$ for the whole graph. The same holds for the heads and a configuration $j'$. Multiplying out the product over vertices gives

$$
W'_s(i,j)=\sum_{i',j'}\Big(\prod_e (A_e)_{i_e i'_e}\Big)\Big(\prod_e (C_e)_{j_e j'_e}\Big)W_s(i',j').
$$

Now set $i=j=b$ and sum over $b$. The sum factorises, because each $b_e$ occurs only in the factors of its own edge:

$$
\sum_b\prod_e (A_e)_{b_e i'_e}(C_e)_{b_e j'_e}
=\prod_e\sum_{\beta}(C_e)_{\beta j'_e}(A_e)_{\beta i'_e}
=\prod_e (C_e^TA_e)_{j'_e i'_e}.
$$

Renaming the old indices $i,j$, we have

$$
\psi'(s)=\sum_{i,j}\Big(\prod_e (C_e^TA_e)_{j_e i_e}\Big)W_s(i,j).
$$

If $C_e^TA_e=1$ on every edge, the product is $\prod_e\delta_{j_e i_e}=\delta_{ij}$, and the double sum reduces to $\sum_i W_s(i,i)=\psi(s)$. For $A_e=G_e$ and $C_e=(G_e^{-1})^T$ the condition reads $G_e^{-1}G_e=1$, which proves the identity.

There is also a converse. Fix $s$, and suppose that the matrices preserve $\psi(s)$ for every choice of tensors. For given $i$ and $j$, let $T^v$ be one when its outgoing legs carry $i|_v$ and its incoming legs carry $j|_v$, and zero otherwise. Then $W_s(i',j')=\delta_{i'i}\delta_{j'j}$: if $i'$ differs from $i$ on some edge, the factor at the tail of that edge vanishes, and likewise for $j'$ at the head. For these tensors $\psi'(s)=\prod_e(C_e^TA_e)_{j_e i_e}$ and $\psi(s)=\delta_{ij}$, so the two must agree. The condition concerns the product over edges and not each edge alone: $C_e^TA_e=2\cdot 1$ on one edge and $\tfrac12\cdot 1$ on another also satisfies it, if the remaining edges carry the identity.

## The Lean file

```lean
import Mathlib

open Matrix

namespace PEPSGauge

noncomputable section

/-- The joint index of the legs at vertex `v` that belong to edges `e` with `f e = v`;
here `f` is the tail map or the head map of the graph. -/
abbrev Legs {V E : Type*} (f : E → V) (B : E → Type*) (v : V) : Type _ :=
  ∀ e : {e // f e = v}, B e.1

/-- A PEPS: each vertex carries a complex tensor with a physical index, one leg for each
outgoing edge and one leg for each incoming edge. -/
abbrev Peps {V E : Type*} (tail head : E → V) (P : V → Type*) (B : E → Type*) : Type _ :=
  ∀ v, P v → Legs tail B v → Legs head B v → ℂ

variable {V E : Type*} [Fintype V] [Fintype E] [DecidableEq V] [DecidableEq E]
  {tail head : E → V} {P : V → Type*} {B B' : E → Type*}

/-- The part of a bond configuration that is seen by the legs at vertex `v`. -/
def restrict (f : E → V) (b : ∀ e, B e) (v : V) : Legs f B v := fun e => b e.1

/-- The product of all vertex tensors when the tail legs carry the indices `i` and the head
legs carry the indices `j`. -/
def amplitude (T : Peps tail head P B) (s : ∀ v, P v) (i j : ∀ e, B e) : ℂ :=
  ∏ v, T v (s v) (restrict tail i v) (restrict head j v)

/-- The full contraction at physical configuration `s`: both ends of each edge carry the same
index, and all bond indices are summed. -/
def contract [∀ e, Fintype (B e)] (T : Peps tail head P B) (s : ∀ v, P v) : ℂ :=
  ∑ b : ∀ e, B e, amplitude T s b b

variable [∀ e, Fintype (B e)]

/-- The matrix `A e` acts on the tail leg and the matrix `C e` on the head leg of every edge.
The matrices may be rectangular and so change the bond dimension. -/
def legAct (A C : ∀ e, Matrix (B' e) (B e) ℂ) (T : Peps tail head P B) :
    Peps tail head P B' := fun v p i j =>
  ∑ i' : Legs tail B v, ∑ j' : Legs head B v,
    (∏ e : {e // tail e = v}, A e.1 (i e) (i' e)) *
      (∏ e : {e // head e = v}, C e.1 (j e) (j' e)) * T v p i' j'

/-- A product over vertices of sums over local leg indices is a single sum over bond
configurations of the whole graph. -/
theorem prod_sum_legs (f : E → V) (F : ∀ v, Legs f B v → ℂ) :
    ∏ v, ∑ x : Legs f B v, F v x = ∑ b : ∀ e, B e, ∏ v, F v (restrict f b v) := by
  -- each edge has exactly one end of the given kind
  let φ : (∀ e, B e) ≃ (∀ v, Legs f B v) :=
    { toFun := fun b v => restrict f b v
      invFun := fun x e => x (f e) ⟨e, rfl⟩
      left_inv := fun _ => rfl
      right_inv := by
        intro x
        funext v e
        obtain ⟨e, h⟩ := e
        subst h
        rfl }
  rw [Finset.prod_univ_sum, Fintype.piFinset_univ]
  exact (Equiv.sum_comp φ (fun x => ∏ v, F v (x v))).symm

/-- The matrices acting on the legs at the vertices can be collected edge by edge in front of
the product of the original tensors. -/
theorem amplitude_legAct (A C : ∀ e, Matrix (B' e) (B e) ℂ) (T : Peps tail head P B)
    (s : ∀ v, P v) (i j : ∀ e, B' e) :
    amplitude (legAct A C T) s i j = ∑ i' : ∀ e, B e, ∑ j' : ∀ e, B e,
      (∏ e, A e (i e) (i' e)) * (∏ e, C e (j e) (j' e)) * amplitude T s i' j' := by
  unfold amplitude legAct
  rw [prod_sum_legs tail]
  refine Finset.sum_congr rfl fun i' _ => ?_
  rw [prod_sum_legs head]
  refine Finset.sum_congr rfl fun j' _ => ?_
  rw [Finset.prod_mul_distrib, Finset.prod_mul_distrib,
    ← Fintype.prod_fiberwise tail (fun e => A e (i e) (i' e)),
    ← Fintype.prod_fiberwise head (fun e => C e (j e) (j' e))]
  rfl

/-- Contracting after the action on the legs amounts to inserting the matrix `(C e)ᵀ * A e`
on every edge of the original network. -/
theorem contract_legAct [∀ e, Fintype (B' e)] (A C : ∀ e, Matrix (B' e) (B e) ℂ)
    (T : Peps tail head P B) (s : ∀ v, P v) :
    contract (legAct A C T) s = ∑ i : ∀ e, B e, ∑ j : ∀ e, B e,
      (∏ e, ((C e)ᵀ * A e) (j e) (i e)) * amplitude T s i j := by
  unfold contract
  simp_rw [amplitude_legAct]
  refine Finset.sum_comm.trans (Finset.sum_congr rfl fun i _ => ?_)
  refine Finset.sum_comm.trans (Finset.sum_congr rfl fun j _ => ?_)
  rw [← Finset.sum_mul]
  congr 1
  -- the sum over the shared bond indices factorises over the edges
  simp_rw [Matrix.mul_apply, Matrix.transpose_apply]
  rw [Finset.prod_univ_sum, Fintype.piFinset_univ]
  refine Finset.sum_congr rfl fun b _ => ?_
  rw [← Finset.prod_mul_distrib]
  exact Finset.prod_congr rfl fun e _ => mul_comm _ _

variable [∀ e, DecidableEq (B e)]

omit [DecidableEq E] [(e : E) → Fintype (B e)] in
/-- For a given physical configuration `s` and a given pair of bond configurations `i`, `j` there
are vertex tensors whose product at `s` is one when the tail legs carry `i` and the head legs carry
`j`, and zero otherwise. -/
theorem exists_isolating_tensors (s : ∀ v, P v) (i j : ∀ e, B e) :
    ∃ T : Peps tail head P B, ∀ i' j', amplitude T s i' j' =
      if i' = i then (if j' = j then 1 else 0) else 0 := by
  refine ⟨fun v _ x y =>
    if x = restrict tail i v ∧ y = restrict head j v then 1 else 0, fun i' j' => ?_⟩
  unfold amplitude
  by_cases hi : i' = i
  · by_cases hj : j' = j
    · simp [hi, hj]
    · obtain ⟨e, he⟩ := Function.ne_iff.mp hj
      rw [if_pos hi, if_neg hj]
      exact Finset.prod_eq_zero (Finset.mem_univ (head e))
        (if_neg fun h => he (congrFun h.2 ⟨e, rfl⟩))
  · obtain ⟨e, he⟩ := Function.ne_iff.mp hi
    rw [if_neg hi]
    exact Finset.prod_eq_zero (Finset.mem_univ (tail e))
      (if_neg fun h => he (congrFun h.1 ⟨e, rfl⟩))

/-- At a fixed physical configuration, the action on the legs preserves the contraction of
every PEPS on the graph exactly when the matrices `(C e)ᵀ * A e` multiply, over all edges, to
the Kronecker delta of bond configurations. -/
theorem contract_invariant_iff [∀ e, Fintype (B' e)] (A C : ∀ e, Matrix (B' e) (B e) ℂ)
    (s : ∀ v, P v) :
    (∀ T : Peps tail head P B, contract (legAct A C T) s = contract T s) ↔
      ∀ i j : ∀ e, B e,
        ∏ e, ((C e)ᵀ * A e) (j e) (i e) = if i = j then 1 else 0 := by
  constructor
  · intro h i j
    obtain ⟨T, key⟩ := exists_isolating_tensors (tail := tail) (head := head) s i j
    calc ∏ e, ((C e)ᵀ * A e) (j e) (i e)
        = ∑ i' : ∀ e, B e, ∑ j' : ∀ e, B e,
            (∏ e, ((C e)ᵀ * A e) (j' e) (i' e)) * amplitude T s i' j' := by
          rw [Fintype.sum_eq_single i, Fintype.sum_eq_single j, key]
          · simp
          · intro x hx
            simp [key, hx]
          · intro x hx
            simp [key, hx]
      _ = contract T s := by rw [← contract_legAct, h T]
      _ = if i = j then 1 else 0 := by
          unfold contract
          rw [Fintype.sum_eq_single i, key]
          · simp
          · intro x hx
            simp [key, hx]
  · intro h T
    rw [contract_legAct]
    simp only [h, ite_mul, one_mul, zero_mul, Finset.sum_ite_eq, Finset.mem_univ, if_true]
    rfl

/-- If `(C e)ᵀ * A e = 1` on every edge, the action on the legs leaves the contraction
unchanged, also when it changes the bond dimensions. -/
theorem contract_legAct_of_dual [∀ e, Fintype (B' e)] (A C : ∀ e, Matrix (B' e) (B e) ℂ)
    (h : ∀ e, (C e)ᵀ * A e = 1) (T : Peps tail head P B) (s : ∀ v, P v) :
    contract (legAct A C T) s = contract T s := by
  refine (contract_invariant_iff A C s).mpr (fun i j => ?_) T
  simp only [h]
  split_ifs with hij
  · subst hij
    simp
  · -- one edge with different indices at its ends makes the product vanish
    obtain ⟨e, he⟩ := Function.ne_iff.mp hij
    exact Finset.prod_eq_zero (Finset.mem_univ e) (Matrix.one_apply_ne (Ne.symm he))

/-- For these two 3 × 2 matrices, the transpose of the first times the second is the 2 × 2 identity
matrix. -/
theorem contract_legAct_of_dual_witness :
    (!![1, 0; 0, 1; 2, 3] : Matrix (Fin 3) (Fin 2) ℂ)ᵀ *
      (!![1, 0; 0, 1; 0, 0] : Matrix (Fin 3) (Fin 2) ℂ) = 1 := by
  ext i j
  fin_cases i <;> fin_cases j <;> simp [Matrix.mul_apply, Fin.sum_univ_succ]

/-- The action of square matrices `G e` on a PEPS: the tail leg of each edge is acted on by `G e`,
the head leg by the transpose of `(G e)⁻¹`. This is a gauge transformation when every `G e` is
invertible; for a singular matrix Lean sets the inverse to zero. -/
def gauge (G : ∀ e, Matrix (B e) (B e) ℂ) (T : Peps tail head P B) : Peps tail head P B :=
  legAct G (fun e => ((G e)⁻¹)ᵀ) T

/-- Gauge freedom of PEPS: a gauge transformation by invertible matrices on the edges leaves
the full contraction unchanged for every physical configuration. -/
theorem contract_gauge (G : ∀ e, Matrix (B e) (B e) ℂ) (hG : ∀ e, IsUnit (G e))
    (T : Peps tail head P B) (s : ∀ v, P v) :
    contract (gauge G T) s = contract T s := by
  refine contract_legAct_of_dual G (fun e => ((G e)⁻¹)ᵀ) (fun e => ?_) T s
  rw [Matrix.transpose_transpose]
  exact Matrix.nonsing_inv_mul _ ((Matrix.isUnit_iff_isUnit_det _).mp (hG e))

end

end PEPSGauge
```

```lean
#print axioms PEPSGauge.contract_gauge
```

```
'PEPSGauge.contract_gauge' depends on axioms: [propext, Classical.choice, Quot.sound]
```

## Graph, legs and contraction as Lean objects

The graph is a pair of maps `tail head : E → V`. Parallel edges are therefore allowed, and so is an edge that begins and ends at the same vertex, since its two ends are separate legs. `P v` is the set of physical indices at `v`, and `B e` is the bond index set of edge `e`. `Legs f B v` is the joint index of all legs at `v` of one kind, outgoing for `f = tail` and incoming for `f = head`. A `Peps` assigns to each vertex a complex function of three arguments: the physical index, the joint index of the outgoing legs and the joint index of the incoming legs.

One name differs from common usage. `amplitude` is $W_s(i,j)$, the product of tensors before any bond is summed; the quantum-mechanical amplitude $\psi(s)$, not normalised, is `contract T s`.

`legAct A C T` is the action of the leg matrices, with the new index as row and the old index as column. `gauge G T` is its special case with $G_e$ and $(G_e^{-1})^T$. The theorem `contract_gauge` says that if every `G e` is invertible (`IsUnit`), then `contract (gauge G T) s = contract T s` for every PEPS `T` and every physical configuration `s`.

The rectangular version is `contract_legAct_of_dual`, and `contract_invariant_iff` is the equivalence at fixed `s`. The theorem `contract_legAct_of_dual_witness` checks the matrix condition for two different $3\times2$ matrices, which shows that it can be met when a bond grows from dimension two to three.

## How the lemmas carry the calculation

`prod_sum_legs` contains the counting step. It builds a bijection between bond configurations of the whole graph and families of local leg indices, then uses `Finset.prod_univ_sum` to distribute the product over the sums.

`amplitude_legAct` applies this lemma once for tails and once for heads. `Fintype.prod_fiberwise` then regroups the leg matrices from a product over vertices into a product over edges, which gives the formula for $W'_s$.

`contract_legAct` moves the sum over the shared index $b$ inside with `Finset.sum_comm`. A second use of `Finset.prod_univ_sum` factorises it into the entries of $C_e^TA_e$.

`exists_isolating_tensors` supplies the zero-one tensors of the converse. In `contract_invariant_iff`, the forward direction evaluates both contractions on them; the backward direction inserts the Kronecker delta into the formula for $\psi'(s)$.

`contract_legAct_of_dual` checks that identity matrices on all edges multiply to that delta: where $i\neq j$, some edge has different indices at its ends and contributes a zero. Finally, `contract_gauge` removes the double transpose and uses $G_e^{-1}G_e=1$.

## From the full sum to the number a program returns

A code may change the gauge on any set of bonds, at any point between truncations, without changing the state that the tensors define. This holds for every finite graph, with bond dimensions that may vary from edge to edge, and needs no symmetry or normalisation of the tensors.

The step left to the user is the one from the full sum over bond configurations to the computed result. Large two-dimensional networks are usually contracted approximately, and an approximate contraction can depend on the gauge. Rounding does so too: an ill-conditioned $G_e$ satisfies the hypothesis, yet its computed inverse may be poor. Agreement between two gauges is then a matter for numerical error analysis.

Three further limits follow from the statements:

- The equivalence in `contract_invariant_iff` concerns matrices that preserve the contraction of all tensors on the graph. A particular PEPS may tolerate more; the zero PEPS tolerates any matrices.
- Two PEPS with equal contractions are not claimed to be related by a gauge transformation.
- The graph is finite and the tensor entries are ordinary complex numbers. Infinite networks, and fermionic networks with exchange signs, need their own argument.
